# The f-sum rule for the random-phase polarisability: u²α(iu) → 2dᵀ(A−B)d for nonsingular A−B

The leading dispersion attraction between two distant molecules can be computed from the product of their dipole polarisabilities at imaginary frequency iu, integrated over u. At large u each polarisability decays as 1/u², and the coefficient of that tail is a total oscillator strength. In a random-phase calculation with finitely many transitions, the coefficient can be read from the matrices A and B and the vector d of transition dipoles, without finding a single excitation energy. It is 2dᵀ(A−B)d; the proof here takes A−B to be nonsingular.

The Thomas–Reiche–Kuhn rule identifies the total strength with the number of electrons. No such identification is made here: a finite set of transitions generally gives a different number.

## Finitely many real transitions

The matrix A holds the orbital-energy differences and the couplings among excitations, and B the couplings between excitations and de-excitations. Write P = A+B and M = A−B, real matrices indexed by a finite set `n` of transitions, and let d hold the transition dipoles along one direction. In atomic units, the response matrix and polarisability are

K(u) = P + u²M⁻¹
α(iu) = 2 dᵀK(u)⁻¹d.

```lean
import Mathlib

open Matrix Filter Topology

namespace RandomPhaseFSum

noncomputable section

variable {n : Type*} [Fintype n] [DecidableEq n] {A B S : Matrix n n ℝ} {w : n → ℝ}

/-- The random-phase response matrix `(A + B) + u² (A - B)⁻¹` at imaginary frequency `iu`. -/
def responseMatrix (A B : Matrix n n ℝ) (u : ℝ) : Matrix n n ℝ :=
  (A + B) + u ^ 2 • (A - B)⁻¹

/-- The random-phase polarisability `α(iu)` for the transition dipole vector `d`. -/
def polarisability (A B : Matrix n n ℝ) (d : n → ℝ) (u : ℝ) : ℝ :=
  2 * (d ⬝ᵥ (responseMatrix A B u)⁻¹ *ᵥ d)
```

Both are definitions. The factor 2 makes a single uncoupled transition of energy ω contribute 2ωd²/(ω²+u²). In the code, `*ᵥ` applies a matrix to a vector and `⬝ᵥ` is the scalar product.

Normal modes are the columns of a square matrix S, with frequencies ωₖ (`w k`) and strengths fₖ = 2(Sᵀd)ₖ².

```lean
/-- The columns of `S` are normalised random-phase modes with positive frequencies `w`. -/
structure IsNormalModes (A B S : Matrix n n ℝ) (w : n → ℝ) : Prop where
  pos : ∀ k, 0 < w k
  complete : S * Sᵀ = A - B
  diag : Sᵀ * (A + B) * S = diagonal (fun k => w k ^ 2)

/-- The oscillator strength of mode `k`: twice the squared scalar product of `d` with column `k` of
`S`. -/
def oscillatorStrength (S : Matrix n n ℝ) (d : n → ℝ) (k : n) : ℝ :=
  2 * (Sᵀ *ᵥ d) k ^ 2
```

## A+B and A−B positive definite: a stable reference state

In time-dependent Hartree–Fock theory with real orbitals, positive definite P and M mean that small real and imaginary orbital rotations along these transitions raise the energy of the reference determinant to second order. Below, "stability" is short for both matrices being positive definite. `PosDef` includes symmetry, so A and B are then symmetric too.

By hand, stability is used first to eliminate one amplitude from the response equations

Pp + uq = d
Mq = up.

Since M is invertible, q = uM⁻¹p, and the first equation becomes K(u)p = d. For x ≠ 0,

xᵀK(u)x = xᵀPx + u²xᵀM⁻¹x > 0,

so K(u) is invertible, p = K(u)⁻¹d and α(iu) = 2d·p.

The first two lemmas below supply symmetry and non-negativity of quadratic forms for later use. The third proves K(u) positive definite, and the fourth carries out the elimination in its steps `hq`, `hK` and `hp`.

```lean
omit [DecidableEq n] in
/-- A real symmetric matrix can be moved from one side of a scalar product to the other. -/
theorem dot_symm (hS : S.IsHermitian) (x y : n → ℝ) :
    x ⬝ᵥ S *ᵥ y = (S *ᵥ x) ⬝ᵥ y := by
  have hT : Sᵀ = S := by
    rw [← conjTranspose_eq_transpose_of_trivial]
    exact hS
  rw [Matrix.dotProduct_mulVec, ← Matrix.vecMul_transpose, hT]

omit [DecidableEq n] in
/-- The quadratic form of a positive definite matrix is non-negative. -/
theorem quad_nonneg (hS : S.PosDef) (x : n → ℝ) : 0 ≤ x ⬝ᵥ S *ᵥ x := by
  simpa only [star_trivial] using hS.posSemidef.dotProduct_mulVec_nonneg x

/-- If `A + B` and `A - B` are positive definite, so is the response matrix at every `iu`. -/
theorem responseMatrix_posDef (hP : (A + B).PosDef) (hM : (A - B).PosDef) (u : ℝ) :
    (responseMatrix A B u).PosDef :=
  hP.add_posSemidef (hM.inv.posSemidef.smul (sq_nonneg u))

/-- For positive definite `A + B` and `A - B`, if the amplitudes `p` and `q` solve the coupled
response equations `(A + B)p + uq = d` and `(A - B)q = up`, the polarisability at `iu` is `2 d·p`.
-/
theorem polarisability_eq_response (hP : (A + B).PosDef) (hM : (A - B).PosDef)
    {d p q : n → ℝ} {u : ℝ} (h1 : (A + B) *ᵥ p + u • q = d) (h2 : (A - B) *ᵥ q = u • p) :
    polarisability A B d u = 2 * (d ⬝ᵥ p) := by
  -- eliminate the amplitude `q`
  have hq : q = u • ((A - B)⁻¹ *ᵥ p) := by
    rw [← Matrix.mulVec_smul, ← h2, Matrix.mulVec_mulVec,
      Matrix.nonsing_inv_mul _ hM.det_pos.ne'.isUnit, Matrix.one_mulVec]
  have hK : responseMatrix A B u *ᵥ p = d := by
    rw [← h1, hq, responseMatrix, Matrix.add_mulVec, Matrix.smul_mulVec, smul_smul, sq]
  have hp : (responseMatrix A B u)⁻¹ *ᵥ d = p := by
    rw [← hK, Matrix.mulVec_mulVec, Matrix.nonsing_inv_mul _
      (responseMatrix_posDef hP hM u).det_pos.ne'.isUnit, Matrix.one_mulVec]
  rw [polarisability, hp]
```

Without stability, K(u) can be singular at a real u. One transition with P = −1 and M = 1 has α(iu) = 2d²/(u²−1), with a pole at u = 1 if d ≠ 0.

## A−B nonsingular: the limit itself

The limit needs neither stability nor symmetry, only an invertible M, so that K(u) is defined. Put t = 1/u² and N(t) = tP + M⁻¹. Then

K(u) = u²N(t)
u²K(u)⁻¹ = N(t)⁻¹.

As u → ∞, t → 0 and N(t) → M⁻¹. Inversion is continuous at a nonsingular matrix, so N(t)⁻¹ → M and

u²α(iu) = 2dᵀN(t)⁻¹d → 2dᵀMd.

In `fsum_rule` the hypothesis is `IsUnit (A - B).det`, and `Tendsto … atTop (𝓝 …)` expresses the limit. The step `hinv` obtains continuity by writing the inverse as adjugate over determinant. The step `ev` shows that N(t) is invertible for small t, and `hk` is the rescaling of K(u)⁻¹.

```lean
/-- **Random-phase f-sum rule.** For nonsingular `A - B`, `u² α(iu)` tends to `2 dᵀ(A - B)d`
as `u` tends to infinity. -/
theorem fsum_rule (hM : IsUnit (A - B).det) (d : n → ℝ) :
    Tendsto (fun u : ℝ => u ^ 2 * polarisability A B d u) atTop
      (𝓝 (2 * (d ⬝ᵥ (A - B) *ᵥ d))) := by
  -- the rescaled response matrix, as a function of `t = 1/u²`
  obtain ⟨N, hN⟩ : ∃ N : ℝ → Matrix n n ℝ, ∀ t, N t = t • (A + B) + (A - B)⁻¹ :=
    ⟨_, fun _ => rfl⟩
  have hNc : Continuous N := by
    rw [funext hN]
    exact (continuous_id.smul continuous_const).add continuous_const
  have hN0 : N 0 = (A - B)⁻¹ := by rw [hN, zero_smul, zero_add]
  have h0 : (N 0).det ≠ 0 := by
    rw [hN0]
    exact (Matrix.isUnit_nonsing_inv_det _ hM).ne_zero
  have hi : ∀ X : Matrix n n ℝ, X⁻¹ = X.det⁻¹ • X.adjugate := fun X => by
    rw [Matrix.inv_def, Ring.inverse_eq_inv']
  -- inversion is continuous at a nonsingular matrix
  have hinv : Tendsto (fun t => (N t)⁻¹) (𝓝 0) (𝓝 (A - B)) := by
    have h := ((hNc.matrix_det.tendsto 0).inv₀ h0).smul (hNc.matrix_adjugate.tendsto 0)
    simp only [← hi] at h
    rwa [hN0, Matrix.nonsing_inv_nonsing_inv _ hM] at h
  have hc : Continuous (fun X : Matrix n n ℝ => 2 * (d ⬝ᵥ X *ᵥ d)) := by
    simp only [dotProduct, Matrix.mulVec]
    exact continuous_const.mul (continuous_finsetSum _ fun i _ => continuous_const.mul
      (continuous_finsetSum _ fun j _ => (continuous_id.matrix_elem i j).mul continuous_const))
  have ht : Tendsto (fun u : ℝ => (u ^ 2)⁻¹) atTop (𝓝 0) :=
    tendsto_inv_atTop_zero.comp (tendsto_pow_atTop two_ne_zero)
  have ev : ∀ᶠ t in 𝓝 (0 : ℝ), (N t).det ≠ 0 := (hNc.matrix_det.tendsto 0).eventually_ne h0
  refine ((hc.tendsto _).comp (hinv.comp ht)).congr' ?_
  filter_upwards [ht.eventually ev, eventually_gt_atTop 0] with u hdet hu
  have hu2 : u ^ 2 ≠ 0 := (pow_pos hu 2).ne'
  have hK : responseMatrix A B u = u ^ 2 • N (u ^ 2)⁻¹ := by
    rw [hN, responseMatrix, smul_add, smul_smul, mul_inv_cancel₀ hu2, one_smul]
  have hk : (responseMatrix A B u)⁻¹ = (u ^ 2)⁻¹ • (N (u ^ 2)⁻¹)⁻¹ := by
    apply Matrix.inv_eq_right_inv
    rw [hK, Matrix.smul_mul, Matrix.mul_smul, smul_smul, mul_inv_cancel₀ hu2, one_smul,
      Matrix.mul_nonsing_inv _ hdet.isUnit]
  simp only [Function.comp_apply, polarisability, hk, Matrix.smul_mulVec, dotProduct_smul,
    smul_eq_mul]
  rw [mul_left_comm, mul_inv_cancel_left₀ hu2]
```

If M is singular, M⁻¹ does not exist. Lean then assigns it the value zero, which makes α independent of u, and u²α(iu) diverges unless α vanishes. This failure belongs to the formula with M⁻¹, not to the coupled equations for p and q: they give (MP+u²)p = Md, so 2u²d·p still tends to 2dᵀMd. That case is not proved in the code.

## Stability and u ≠ 0: how far the tail is from its limit

With both matrices positive definite, `fsum_deficit_bounds` states for every u ≠ 0 that

0 ≤ 2dᵀMd − u²α(iu) ≤ 2(Md)ᵀP(Md)/u².

Let p = K(u)⁻¹d, g = Pp and z = Mg. Multiplying K(u)p = d by M gives

Md = z + u²p.

Taking the scalar product with d, and using α(iu) = 2d·p, gives

2dᵀMd − u²α(iu) = 2d·z.

Symmetry of M then gives

d·z = (Md)·g = z·g + u²p·g.

Here z·g = gᵀMg ≥ 0 and p·g = pᵀPp ≥ 0, which proves the lower bound. For the upper bound, symmetry of P gives

(Md)ᵀP(Md) = zᵀPz + 2u²z·g + u⁴p·g.

This exceeds u²(d·z) by zᵀPz + u²z·g ≥ 0. Doubling and dividing by u² finishes the argument; that division is where u ≠ 0 enters.

In the proof, `hy` is the multiplied equation, `h1` to `h3` are the expansions, `n1` to `n3` the signs, and `key` the formula for the deficit.

```lean
/-- For positive definite `A + B` and `A - B`, `u² α(iu)` never exceeds the f-sum value, and it
falls short of it by at most `2 (Md)ᵀ(A + B)(Md) / u²`, where `M = A - B`. -/
theorem fsum_deficit_bounds (hP : (A + B).PosDef) (hM : (A - B).PosDef) (d : n → ℝ)
    {u : ℝ} (hu : u ≠ 0) :
    0 ≤ 2 * (d ⬝ᵥ (A - B) *ᵥ d) - u ^ 2 * polarisability A B d u ∧
    2 * (d ⬝ᵥ (A - B) *ᵥ d) - u ^ 2 * polarisability A B d u ≤
      2 * (((A - B) *ᵥ d) ⬝ᵥ (A + B) *ᵥ ((A - B) *ᵥ d)) / u ^ 2 := by
  obtain ⟨p, hp⟩ : ∃ p, p = (responseMatrix A B u)⁻¹ *ᵥ d := ⟨_, rfl⟩
  have hd : responseMatrix A B u *ᵥ p = d := by
    rw [hp, Matrix.mulVec_mulVec, Matrix.mul_nonsing_inv _
      (responseMatrix_posDef hP hM u).det_pos.ne'.isUnit, Matrix.one_mulVec]
  obtain ⟨g, hg⟩ : ∃ g, g = (A + B) *ᵥ p := ⟨_, rfl⟩
  obtain ⟨z, hz⟩ : ∃ z, z = (A - B) *ᵥ g := ⟨_, rfl⟩
  -- the response equation multiplied by `A - B`
  have hy : (A - B) *ᵥ d = z + u ^ 2 • p := by
    rw [← hd, responseMatrix, Matrix.add_mulVec, Matrix.smul_mulVec, ← hg, Matrix.mulVec_add,
      ← hz, Matrix.mulVec_smul, Matrix.mulVec_mulVec,
      Matrix.mul_nonsing_inv _ hM.det_pos.ne'.isUnit, Matrix.one_mulVec]
  have h1 : d ⬝ᵥ z = z ⬝ᵥ g + u ^ 2 * (p ⬝ᵥ g) := by
    have h := dot_symm hM.isHermitian d g
    rwa [← hz, hy, add_dotProduct, smul_dotProduct, smul_eq_mul] at h
  have h2 : d ⬝ᵥ (A - B) *ᵥ d = d ⬝ᵥ z + u ^ 2 * (d ⬝ᵥ p) := by
    rw [hy, dotProduct_add, dotProduct_smul, smul_eq_mul]
  have h3 : ((A - B) *ᵥ d) ⬝ᵥ (A + B) *ᵥ ((A - B) *ᵥ d) =
      z ⬝ᵥ (A + B) *ᵥ z + 2 * u ^ 2 * (z ⬝ᵥ g) + u ^ 4 * (p ⬝ᵥ g) := by
    have e : p ⬝ᵥ (A + B) *ᵥ z = z ⬝ᵥ g := by
      rw [dot_symm hP.isHermitian, ← hg, dotProduct_comm]
    rw [hy, Matrix.mulVec_add, Matrix.mulVec_smul, ← hg]
    simp only [add_dotProduct, dotProduct_add, smul_dotProduct, dotProduct_smul, smul_eq_mul, e]
    ring
  -- stability makes all the quadratic forms non-negative
  have n1 : 0 ≤ z ⬝ᵥ g := by
    rw [dotProduct_comm, hz]
    exact quad_nonneg hM g
  have n2 : 0 ≤ p ⬝ᵥ g := by
    rw [hg]
    exact quad_nonneg hP p
  have n3 := quad_nonneg hP z
  have hu2 : 0 < u ^ 2 := by positivity
  have key : 2 * (d ⬝ᵥ (A - B) *ᵥ d) - u ^ 2 * polarisability A B d u =
      2 * (z ⬝ᵥ g + u ^ 2 * (p ⬝ᵥ g)) := by
    rw [polarisability, ← hp, h2, h1]
    ring
  rw [key, h3]
  constructor
  · have m := mul_nonneg hu2.le n2
    linarith
  · rw [le_div_iff₀ hu2]
    nlinarith [mul_nonneg hu2.le n1]
```

Without stability the lower bound can fail: in the example with P = −1 and M = 1, u²α(iu) lies above its limit for every u > 1 when d ≠ 0.

## Complete modes with positive frequencies

`IsNormalModes` assumes ωₖ > 0 and

SSᵀ = M
SᵀPS = diag(ωₖ²).

The first relation fixes the normalisation and says that no mode is missing. Positive frequencies give SᵀPS a nonzero determinant, so S is invertible. Hence SᵀM⁻¹S = 1, and

SᵀK(u)S = diag(ωₖ²+u²)
K(u)⁻¹ = S diag(1/(ωₖ²+u²)) Sᵀ
α(iu) = Σₖ fₖ/(ωₖ²+u²).

These are the steps `hS`, `hone`, `hD` and `hinv`.

```lean
/-- The polarisability is a sum over normal modes of `f_k / (ω_k² + u²)`. -/
theorem polarisability_eq_sum_modes (h : IsNormalModes A B S w) (d : n → ℝ) (u : ℝ) :
    polarisability A B d u = ∑ k, oscillatorStrength S d k / (w k ^ 2 + u ^ 2) := by
  have hS : IsUnit S.det := by
    refine IsUnit.mk0 _ fun h0 => ?_
    have h1 := congrArg Matrix.det h.diag
    rw [Matrix.det_mul, h0, mul_zero, Matrix.det_diagonal] at h1
    exact (Finset.prod_ne_zero_iff.2 fun k _ => (pow_pos (h.pos k) 2).ne') h1.symm
  have hSt : IsUnit Sᵀ.det := by rwa [Matrix.det_transpose]
  have hone : Sᵀ * (A - B)⁻¹ * S = 1 := by
    rw [← h.complete, Matrix.mul_inv_rev, ← mul_assoc, Matrix.mul_nonsing_inv _ hSt, one_mul,
      Matrix.nonsing_inv_mul _ hS]
  -- the modes diagonalise the response matrix
  have hD : Sᵀ * responseMatrix A B u * S = diagonal (fun k => w k ^ 2 + u ^ 2) := by
    rw [responseMatrix, mul_add, add_mul, h.diag, Matrix.mul_smul, Matrix.smul_mul, hone]
    ext i j
    by_cases hij : i = j
    · subst hij
      simp
    · simp [hij]
  have e : Sᵀ * (responseMatrix A B u * S * diagonal (fun k => (w k ^ 2 + u ^ 2)⁻¹)) = 1 := by
    rw [← mul_assoc, ← mul_assoc, hD, Matrix.diagonal_mul_diagonal, ← Matrix.diagonal_one]
    congr 1
    funext k
    have := h.pos k
    exact mul_inv_cancel₀ (by positivity)
  have hinv : (responseMatrix A B u)⁻¹ = S * diagonal (fun k => (w k ^ 2 + u ^ 2)⁻¹) * Sᵀ :=
    Matrix.inv_eq_right_inv (by simpa only [mul_assoc] using mul_eq_one_comm.1 e)
  rw [polarisability, hinv, ← Matrix.mulVec_mulVec, ← Matrix.mulVec_mulVec,
    Matrix.dotProduct_mulVec, ← Matrix.mulVec_transpose]
  simp only [dotProduct, Matrix.mulVec_diagonal, Finset.mul_sum, oscillatorStrength]
  exact Finset.sum_congr rfl fun k _ => by ring
```

Completeness alone gives the total strength:

Σₖ fₖ = 2dᵀSSᵀd = 2dᵀMd.

```lean
/-- The oscillator strengths of the normal modes add up to `2 dᵀ(A - B)d`. -/
theorem sum_oscillatorStrength (h : IsNormalModes A B S w) (d : n → ℝ) :
    ∑ k, oscillatorStrength S d k = 2 * (d ⬝ᵥ (A - B) *ᵥ d) := by
  rw [← h.complete, ← Matrix.mulVec_mulVec, Matrix.dotProduct_mulVec, ← Matrix.mulVec_transpose]
  simp only [dotProduct, Finset.mul_sum, oscillatorStrength]
  exact Finset.sum_congr rfl fun k _ => by ring
```

If a mode with nonzero strength is left out, the sum falls short by that strength. The existence of modes is assumed in these two theorems; the next one exhibits them for two coupled transitions.

```lean
/-- Two coupled transitions with explicit `A` and `B` have normal modes of frequencies 4 and 2. -/
theorem isNormalModes_witness :
    IsNormalModes !![7/2, 3/2; 3/2, 7/2] !![3/2, 3/2; 3/2, 3/2] !![1, 1; 1, -1] ![4, 2] where
  pos := by
    intro k
    fin_cases k <;> norm_num
  complete := by
    ext i j
    fin_cases i <;> fin_cases j <;> norm_num [Matrix.mul_apply, Fin.sum_univ_succ]
  diag := by
    ext i j
    fin_cases i <;> fin_cases j <;>
      norm_num [Matrix.mul_apply, Fin.sum_univ_succ, Matrix.diagonal_apply]

end

end RandomPhaseFSum
```

Here P has rows (5, 3) and (3, 5), M is twice the identity, and the frequencies are 4 and 2. Take d = (1, 0). Both strengths equal 2, so

α(iu) = 2/(16+u²) + 2/(4+u²),

and the limit is 2dᵀMd = 4. At u = 10, u²α(iu) = 200/116 + 200/104 ≈ 3.647. The deficit is about 0.353, below the bound 2·20/100 = 0.4.

```lean
#print axioms RandomPhaseFSum.fsum_rule
#print axioms RandomPhaseFSum.fsum_deficit_bounds
#print axioms RandomPhaseFSum.polarisability_eq_sum_modes
#print axioms RandomPhaseFSum.sum_oscillatorStrength
```

```
'RandomPhaseFSum.fsum_rule' depends on axioms: [propext, Classical.choice, Quot.sound]
'RandomPhaseFSum.fsum_deficit_bounds' depends on axioms: [propext, Classical.choice, Quot.sound]
'RandomPhaseFSum.polarisability_eq_sum_modes' depends on axioms: [propext, Classical.choice, Quot.sound]
'RandomPhaseFSum.sum_oscillatorStrength' depends on axioms: [propext, Classical.choice, Quot.sound]
```
